# For a serial fraction s between 0 and 1, Amdahl speedup tends to 1/s and efficiency is one half at (1+s)/s processors

Before a long self-consistent-field calculation or molecular-dynamics run is submitted, someone usually chooses a number of cores for the job script. Too few and the result comes late; too many and most of the allocation is spent on cores that wait. If the job has a fixed size and consists of a serial part and a part that divides perfectly among the cores, one measured number, the serial fraction $s$, settles both how much speedup can be had and how many cores can be used while at least half of their combined time still goes into useful work.

For $0<s<1$ the speedup approaches $1/s$ as cores are added, and the efficiency, which is the speedup per core, equals one half at exactly $(1+s)/s$ cores. With four percent serial work these numbers are 25 and 26. So a job that can never run more than 25 times faster has already dropped to half efficiency at 26 cores.

```lean
import Mathlib

open Filter Topology

namespace AmdahlScaling

noncomputable section
```

## Runtime with a serial and a divisible part

Let $a$ be the time spent on work that only one processor can do, such as reading input or a matrix step that has not been parallelised. Let $b$ be the time that one processor needs for the rest, which is assumed to split evenly and without overhead. On $p$ processors the job takes

$$T(p) = a + \frac{b}{p}.$$

This is the physical assumption on which everything below rests. In Lean, $T(p)$ is `runtime a b p`. All three arguments are real numbers, so the processor count may be any positive real, and the positive integers are included.

```lean
/-- Runtime on `p > 0` processors of a job with serial time `a` and perfectly divisible
time `b`. -/
def runtime (a b p : ℝ) : ℝ := a + b / p
```

## Speedup and efficiency

Write $s$ for the fraction of the one-processor runtime that is serial. Amdahl's formula for the speedup is

$$S(p) = \frac{1}{s + (1-s)/p}.$$

Some textbooks use $p$ for the parallel fraction; here $p$ is always the number of processors, and the parallel fraction is $1-s$.

```lean
/-- Amdahl speedup on `p` processors at serial fraction `s`, for `p > 0` and
`s + (1 - s) / p ≠ 0`. -/
def speedup (s p : ℝ) : ℝ := 1 / (s + (1 - s) / p)
```

The efficiency is the speedup divided by the number of processors,

$$E(p) = \frac{S(p)}{p}.$$

It equals 1 on one processor, and for $p$ processors it is the share of the paid processor time that a single processor would have needed for the same job.

```lean
/-- Parallel efficiency, the speedup per processor, for `p > 0` and
`s + (1 - s) / p ≠ 0`. -/
def efficiency (s p : ℝ) : ℝ := speedup s p / p
```

## Amdahl's formula from the runtime

The speedup ought to be a ratio of runtimes, and the definition above has to be shown to agree with that. With $s = a/(a+b)$ the complement is $1-s = b/(a+b)$. Dividing numerator and denominator by $a+b$ gives

$$\frac{T(1)}{T(p)} = \frac{a+b}{a+b/p} = \frac{1}{\dfrac{a}{a+b} + \dfrac{b}{a+b}\cdot\dfrac1p} = S(p).$$

The theorem `runtime_ratio` states this equality under the hypothesis $a+b\neq0$, meaning that the job takes some time on one processor. In the proof, `h1` is the statement about the complement, and `h2` collects the denominator of $S(p)$ into the single fraction $(a+b/p)/(a+b)$, whose reciprocal is the ratio of runtimes. No condition on $p$ appears because Lean sets division by zero to zero; the physical reading is for $p>0$.

```lean
/-- Amdahl's law: if the one-processor time `a + b` is nonzero, the ratio of the runtimes on
one and on `p` processors is the Amdahl speedup at serial fraction `a / (a + b)`. -/
theorem runtime_ratio (a b p : ℝ) (h : a + b ≠ 0) :
    runtime a b 1 / runtime a b p = speedup (a / (a + b)) p := by
  unfold runtime speedup
  -- the divisible fraction is the complement of the serial one
  have h1 : 1 - a / (a + b) = b / (a + b) := by
    rw [eq_div_iff h, sub_mul, div_mul_cancel₀ _ h]
    ring
  have h2 : a / (a + b) + b / (a + b) / p = (a + b / p) / (a + b) := by ring
  rw [h1, h2, one_div_div, div_one]
```

## More processors always help, within the model

Let $0<p<q$. Since $1-s>0$,

$$\frac{1-s}{q} < \frac{1-s}{p}, \qquad\text{so}\qquad 0 < s+\frac{1-s}{q} < s+\frac{1-s}{p},$$

and taking reciprocals of positive numbers reverses the order, which gives $S(p)<S(q)$. In the proof `h2` is the first inequality, `h3` supplies the positivity, and the last line takes the reciprocals. At $s=1$ the speedup is 1 for every $p$, so a strict increase requires $s\neq1$.

```lean
/-- For a serial fraction strictly between 0 and 1, adding processors always increases the
speedup. -/
theorem speedup_strictMono {s p q : ℝ} (hs : 0 < s) (hs1 : s < 1) (hp : 0 < p)
    (hpq : p < q) : speedup s p < speedup s q := by
  have h1 : 0 < 1 - s := sub_pos.mpr hs1
  have hq : 0 < q := hp.trans hpq
  have h2 : (1 - s) / q < (1 - s) / p := div_lt_div_of_pos_left h1 hp hpq
  have h3 : 0 < (1 - s) / q := div_pos h1 hq
  exact one_div_lt_one_div_of_lt (by linarith) (by linarith)
```

## The speedup stays below 1/s

The divisible part always takes some time, so $(1-s)/p>0$ and

$$s < s + \frac{1-s}{p}, \qquad\text{hence}\qquad S(p) < \frac1s.$$

The bound is strict at every finite $p$. The Lean proof is the same two steps, positivity of the divisible term and then the reciprocal.

```lean
/-- For a serial fraction `s` strictly between 0 and 1, the speedup on any positive number of
processors is strictly below `1 / s`. -/
theorem speedup_lt_ceiling {s p : ℝ} (hs : 0 < s) (hs1 : s < 1) (hp : 0 < p) :
    speedup s p < 1 / s := by
  have h : 0 < (1 - s) / p := div_pos (sub_pos.mpr hs1) hp
  exact one_div_lt_one_div_of_lt hs (by linarith)
```

## Efficiency as a function of the extra processors

Multiplying the denominator of $S(p)$ by $p$ gives

$$\Bigl(s+\frac{1-s}{p}\Bigr)p = sp + 1 - s = 1 + s(p-1),$$

and therefore

$$E(p) = \frac{1}{1+s(p-1)}.$$

Each processor beyond the first adds $s$ to the denominator, because it stands idle while the serial part runs. The theorem `efficiency_eq` needs only $p>0$. Its local statement `h` is the product above, and `div_div` turns the double division in $S(p)/p$ into division by that product.

```lean
/-- On `p > 0` processors the efficiency is `1 / (1 + s (p - 1))`. -/
theorem efficiency_eq (s : ℝ) {p : ℝ} (hp : 0 < p) :
    efficiency s p = 1 / (1 + s * (p - 1)) := by
  have h : (s + (1 - s) / p) * p = 1 + s * (p - 1) := by
    rw [add_mul, div_mul_cancel₀ _ hp.ne']
    ring
  unfold efficiency speedup
  rw [div_div, h]
```

## The largest processor count for a given efficiency

Suppose that the efficiency is to be at least some target $e>0$. The denominator $1+s(p-1) = (1-s)+sp$ is positive, so the condition can be multiplied out:

$$e \le \frac{1}{1+s(p-1)} \iff e + es(p-1) \le 1 \iff p-1 \le \frac{1-e}{es}.$$

This gives the budget

$$p \le 1 + \frac{1-e}{es}.$$

For $s=0.04$ and a target of 80 percent the right-hand side is 7.25, so at most seven whole processors meet the target. For $e=1/2$ it becomes $1+1/s$, which is the half-efficiency point. When that number is not an integer, rounding it down gives the largest whole number of processors with at least half efficiency.

In Lean, `hd` is the positivity of the denominator. The rewriting step clears both fractions, with $1$ first moved to the left of the budget inequality, and `nlinarith` confirms in each direction that the two resulting inequalities are the same.

```lean
/-- Processor budget: for a serial fraction `s` strictly between 0 and 1 and a target `e > 0`,
the efficiency on `p > 0` processors is at least `e` exactly when
`p ≤ 1 + (1 - e) / (e s)`. -/
theorem efficiency_ge_iff {s p e : ℝ} (hs : 0 < s) (hs1 : s < 1) (hp : 0 < p) (he : 0 < e) :
    e ≤ efficiency s p ↔ p ≤ 1 + (1 - e) / (e * s) := by
  have hd : 0 < 1 + s * (p - 1) := by nlinarith [mul_pos hs hp]
  rw [efficiency_eq s hp, le_div_iff₀ hd, ← sub_le_iff_le_add', le_div_iff₀ (mul_pos he hs)]
  constructor <;> intro h <;> nlinarith
```

## The limit and the half-efficiency point

For the limit, the divisible term $(1-s)/p$ goes to zero as $p$ grows, so the denominator of $S(p)$ goes to $s$. Since $s\neq0$, the reciprocal goes to $1/s$:

$$\lim_{p\to\infty} S(p) = \frac{1}{s}.$$

At $s=0$ the speedup would be $p$ itself, with no finite limit.

For the efficiency, the form found above turns the condition into a linear equation,

$$\frac{1}{1+s(p-1)} = \frac12 \iff 1+s(p-1) = 2 \iff sp = 1+s \iff p = \frac{1+s}{s}.$$

The Lean statement joins the two results with `∧`. The expression `Tendsto (speedup s) atTop (𝓝 (1 / s))` says that for any tolerance there is a processor count beyond which $S(p)$ stays within that tolerance of $1/s$. The second half says that, for every real $p>0$, the efficiency is one half if and only if $p=(1+s)/s$; no other positive processor count will do.

The proof follows the same order. In the first part `h0` is the vanishing of the divisible term, `h1` adds the constant $s$, and `h2` takes the reciprocal, using $s\neq0$. In the second part the fractions are cleared with the help of `hd`, and `linarith` solves the linear equation in both directions.

```lean
/-- For a serial fraction `s` strictly between 0 and 1, the speedup tends to `1 / s` as the
number of processors grows, and the efficiency on `p > 0` processors is one half exactly at
`p = (1 + s) / s`. -/
theorem amdahl_limit_and_half_efficiency {s : ℝ} (hs : 0 < s) (hs1 : s < 1) :
    Tendsto (speedup s) atTop (𝓝 (1 / s)) ∧
      ∀ p : ℝ, 0 < p → (efficiency s p = 1 / 2 ↔ p = (1 + s) / s) := by
  constructor
  · -- the divisible part of the runtime vanishes, the serial part stays
    have h0 : Tendsto (fun p : ℝ => (1 - s) / p) atTop (𝓝 0) :=
      tendsto_const_nhds.div_atTop tendsto_id
    have h1 := h0.const_add s
    rw [add_zero] at h1
    have h2 : Tendsto (fun p : ℝ => 1 / (s + (1 - s) / p)) atTop (𝓝 (1 / s)) :=
      tendsto_const_nhds.div h1 hs.ne'
    exact h2
  · intro p hp
    -- half efficiency means `1 + s (p - 1) = 2`
    have hd : 0 < 1 + s * (p - 1) := by nlinarith [mul_pos hs hp]
    rw [efficiency_eq s hp, div_eq_iff hd.ne', eq_div_iff hs.ne']
    constructor <;> intro h <;> linarith
```

## Speedup at half efficiency

At $p=(1+s)/s$ the efficiency is one half, so the speedup is half the processor count:

$$S\!\left(\frac{1+s}{s}\right) = \frac12\cdot\frac{1+s}{s} = \frac12\left(\frac1s+1\right).$$

This is the mean of the limiting speedup and the speedup 1 of a single processor. At half efficiency, then, slightly more than half of the limiting speedup has been reached when $s$ is small. The proof applies the previous theorem at this value of $p$ and multiplies by $p$. The name `e` inside it denotes the identity $(1+s)/s = 1/s+1$, not a target efficiency.

```lean
/-- For a serial fraction `s` strictly between 0 and 1, the speedup on `(1 + s) / s` processors
is the mean of `1 / s` and 1. -/
theorem speedup_at_half_efficiency {s : ℝ} (hs : 0 < s) (hs1 : s < 1) :
    speedup s ((1 + s) / s) = (1 / s + 1) / 2 := by
  have hp : 0 < (1 + s) / s := div_pos (by linarith) hs
  have h := ((amdahl_limit_and_half_efficiency hs hs1).2 _ hp).2 rfl
  unfold efficiency at h
  rw [div_eq_iff hp.ne'] at h
  have e : (1 + s) / s = 1 / s + 1 := by rw [add_div, div_self hs.ne']
  rw [h, e]
  ring
```

## Four percent serial work

For $s=0.04$,

$$\frac{1}{0.04} = 25, \qquad \frac{1.04}{0.04} = 26.$$

The speedup on 26 processors is 13, the mean of 25 and 1. In Lean `0.04` is the exact real number $1/25$, not a floating-point value. The theorem is the general one with this $s$ inserted, and `norm_num` does the two divisions.

Between these numbers and a real machine stands the assumption that the runtime has the form $a+b/p$ with $a$ and $b$ independent of $p$. Communication, uneven load and shared memory bandwidth add terms that may grow with $p$, and a measured speedup can then pass through a maximum and fall. The serial fraction also belongs to one particular job: if a larger molecule or basis set makes the divisible work grow faster than the serial work, $s$ becomes smaller and both numbers rise.

```lean
/-- With four percent serial work the speedup tends to 25, and the efficiency on `p > 0`
processors is one half exactly at 26 processors. -/
theorem four_percent_serial :
    Tendsto (speedup 0.04) atTop (𝓝 25) ∧
      ∀ p : ℝ, 0 < p → (efficiency 0.04 p = 1 / 2 ↔ p = 26) := by
  have h := amdahl_limit_and_half_efficiency (s := 0.04) (by norm_num) (by norm_num)
  have e1 : (1 : ℝ) / 0.04 = 25 := by norm_num
  have e2 : ((1 : ℝ) + 0.04) / 0.04 = 26 := by norm_num
  rw [e1, e2] at h
  exact h

end

end AmdahlScaling
```

```lean
#print axioms AmdahlScaling.efficiency_ge_iff
-- 'AmdahlScaling.efficiency_ge_iff' depends on axioms: [propext, Classical.choice, Quot.sound]
#print axioms AmdahlScaling.amdahl_limit_and_half_efficiency
-- 'AmdahlScaling.amdahl_limit_and_half_efficiency' depends on axioms: [propext, Classical.choice, Quot.sound]
#print axioms AmdahlScaling.speedup_at_half_efficiency
-- 'AmdahlScaling.speedup_at_half_efficiency' depends on axioms: [propext, Classical.choice, Quot.sound]
#print axioms AmdahlScaling.four_percent_serial
-- 'AmdahlScaling.four_percent_serial' depends on axioms: [propext, Classical.choice, Quot.sound]
```

## Processors needed for a given share of the limiting speedup

The same algebra tells how many processors bring the speedup to a chosen share $f$ of its limit, with $s\le f<1$, since one processor already gives the share $s$. This short derivation is ordinary algebra and has no Lean proof here. Setting $S(p)=f/s$ gives

$$s+\frac{1-s}{p} = \frac{s}{f} \quad\Longrightarrow\quad p = \frac{f}{1-f}\cdot\frac{1-s}{s}.$$

For $s=0.04$ the second factor is 24. Half of the limiting speedup, 12.5, is reached on 24 processors, and ninety percent of it, 22.5, on 216. The efficiency on 216 processors is only about ten percent.
